# The Hedin-Lundqvist correlation potential and a vanishing low-density limit determine the correlation energy

A uniform electron gas of density n has a correlation energy ε per electron. Adding electrons at fixed volume changes the energy per volume nε, and the rate of change is the correlation potential v. If a parametrization supplies only v, does it also fix ε?

For the Hedin-Lundqvist form it does, once ε is required to vanish as the gas becomes infinitely dilute. Let r > 0 be the Wigner-Seitz radius, the radius of a sphere holding one electron on average. Let A > 0 be a length and C a real strength, and set

G(x) = (1 + x³) ln(1 + 1/x) + x/2 − x² − 1/3, for x > 0

ε_HL(r) = −C G(r/A)

v(r) = −C ln(1 + A/r).

Among functions differentiable on r > 0, ε_HL is the only one that satisfies

ε − (r/3) ε' = v

and tends to 0 as r → ∞. The constant A marks the radius around which v passes from logarithmic behaviour to a 1/r tail, and C sets the energy scale. A negative correlation energy requires C > 0. The choice A = 1 and C = −1 is unphysical, but it gives the mathematical statement for G itself.

## Where a density-functional code uses the pair

A local-density code with this spin-unpolarized parametrization uses ε in the total energy and v in the Kohn-Sham potential. The two routines must obey the relation above, or the potential is not the derivative of the energy being reported.

Comparing v with finite differences of nε does not detect every error in ε. Adding c r³ to ε, with c constant, adds 3c/(4π) to nε at every density, so v is unchanged. In a cell of volume V with positive density throughout, the total energy shifts by 3cV/(4π). Energy differences at fixed volume do not show this, but the pressure does. Checking the low-density limit of ε exposes the extra term.

## From the density derivative to a unique energy

**The relation.** The radius is r = (3/(4πn))^(1/3), so dr/dn = −r/(3n). The product and chain rules give

d(nε)/dn = ε + n ε' · (−r/(3n)) = ε − (r/3) ε'.

**The energy satisfies it.** Write L = ln(1 + 1/x), so that L' = −1/(x(x + 1)). Since (1 + x³)/(x(x + 1)) = x − 1 + 1/x,

G' = 3x² L − (x − 1 + 1/x) + 1/2 − 2x = 3x² L − 3x + 3/2 − 1/x.

In G − (x/3) G' every term except L cancels. With x = r/A, the chain rule gives r ε_HL'(r) = −C x G'(x), hence

ε_HL − (r/3) ε_HL' = −C ln(1 + A/r).

**A check at r = A.** Here x = 1, and

G(1) = 2 ln 2 − 5/6 ≈ 0.5530

G'(1) = 3 ln 2 − 5/2 ≈ −0.4206

G(1) − G'(1)/3 = ln 2 ≈ 0.6931.

The energy is therefore about −0.5530 C and the potential about −0.6931 C.

**The dilute tail.** Let x ≥ 2 and t = 1/x, and define q by

ln(1 + t) = t − t²/2 + t³/3 − t⁴/4 + q t⁴.

The logarithm series gives |q| ≤ t/(1 − t) ≤ 2t. Substitution cancels the growing terms:

x G(x) − 3/4 = (1 + t³) q − t/2 + t²/3 − t³/4.

The first term on the right is at most (9/8)(2t) = 9t/4 in size. The other three add up to a number between −t/2 and 0. Therefore

|x G(x) − 3/4| ≤ 11t/4 ≤ 3/x.

It follows that x G(x) → 3/4 and r ε_HL(r) → −3CA/4, so ε_HL → 0. At x = 2 the product is about 0.6317, which differs from 3/4 by 0.1183; the bound allows 1.5.

**Uniqueness.** Let ε be another solution and D = ε − ε_HL. Subtracting the two relations gives D = (r/3) D', so

(D/r³)' = (r³ D' − 3r² D)/r⁶ = 0.

Hence D = c r³ on r > 0. Conversely, every c gives a solution, because r³ − (r/3)(3r²) = 0. If ε and ε_HL both vanish at infinity, then c = D/r³ → 0, so c = 0.

## The Lean file

```lean
import Mathlib

open Filter Topology

namespace HedinLundqvist

noncomputable section

/-- The Hedin-Lundqvist shape function `G(x)`, for `x > 0`. -/
def hlShape (x : ℝ) : ℝ :=
  (1 + x ^ 3) * Real.log (1 + 1 / x) + x / 2 - x ^ 2 - 1 / 3

/-- Correlation energy per electron at Wigner-Seitz radius `r > 0`, with length scale `A > 0`
and strength `C`. -/
def hlEnergy (A C r : ℝ) : ℝ := -C * hlShape (r / A)

/-- Correlation potential at Wigner-Seitz radius `r > 0`, with length scale `A > 0`
and strength `C`. -/
def hlPotential (A C r : ℝ) : ℝ := -C * Real.log (1 + A / r)

/-- The Wigner-Seitz radius of a uniform gas of density `n > 0`. -/
def wignerSeitz (n : ℝ) : ℝ := (3 / (4 * Real.pi * n)) ^ (1 / 3 : ℝ)

/-- The energy per electron `ε` is differentiable at all radii `r > 0` and is related to the
potential `v` by `ε - (r/3) ε' = v`. -/
def IsEnergyOf (ε v : ℝ → ℝ) : Prop :=
  ∀ r, 0 < r → ∃ d, HasDerivAt ε d r ∧ ε r - r / 3 * d = v r

/-- The density derivative of the energy per volume `n ε` is `ε - (r/3) ε'`, taken at the
Wigner-Seitz radius `r` of the density `n`. -/
theorem density_derivative {ε : ℝ → ℝ} {d n : ℝ} (hn : 0 < n)
    (hε : HasDerivAt ε d (wignerSeitz n)) :
    HasDerivAt (fun m => m * ε (wignerSeitz m))
      (ε (wignerSeitz n) - wignerSeitz n / 3 * d) n := by
  have hu0 : 3 / (4 * Real.pi * n) ≠ 0 := by positivity
  have hu : HasDerivAt (fun m : ℝ => 3 / (4 * Real.pi * m))
      (-(3 / (4 * Real.pi * n)) / n) n := by
    have h := (hasDerivAt_inv hn.ne').const_mul (3 / (4 * Real.pi))
    have hf : (fun m : ℝ => 3 / (4 * Real.pi * m))
        = fun y : ℝ => 3 / (4 * Real.pi) * y⁻¹ := by
      funext m
      ring
    rw [hf]
    exact h.congr_deriv (by ring)
  have alg : ∀ u s : ℝ, u ≠ 0 → -u / n * (1 / 3) * (s / u) = -(s / (3 * n)) := by
    intro u s h
    field_simp
  -- the derivative of the radius `r` with respect to the density is `-r / (3 n)`
  have hr : HasDerivAt wignerSeitz (-(wignerSeitz n / (3 * n))) n := by
    refine (hu.rpow_const (p := 1 / 3) (Or.inl hu0)).congr_deriv ?_
    rw [Real.rpow_sub_one hu0]
    exact alg _ _ hu0
  have hc : n * (wignerSeitz n / (3 * n)) = wignerSeitz n / 3 := by field_simp
  refine ((hasDerivAt_id' n).fun_mul (hε.comp n hr)).congr_deriv ?_
  simp only [Function.comp_apply]
  linear_combination (-d) * hc

/-- The derivative of the shape function at `x > 0`. -/
theorem hlShape_hasDerivAt {x : ℝ} (hx : 0 < x) :
    HasDerivAt hlShape
      (3 * x ^ 2 * Real.log (1 + 1 / x) - 3 * x + 3 / 2 - 1 / x) x := by
  have hne : 1 + 1 / x ≠ 0 := by positivity
  have h1 : HasDerivAt (fun y : ℝ => 1 + 1 / y) (-(1 / x ^ 2)) x := by
    simpa only [one_div] using (hasDerivAt_inv hx.ne').const_add 1
  have hL : HasDerivAt (fun y : ℝ => Real.log (1 + 1 / y)) (-(1 / (x * (x + 1)))) x :=
    (h1.log hne).congr_deriv (by field_simp)
  have h3 : HasDerivAt (fun y : ℝ => 1 + y ^ 3) (3 * x ^ 2) x := by
    simpa using (hasDerivAt_pow 3 x).const_add 1
  have h2 : HasDerivAt (fun y : ℝ => y ^ 2) (2 * x) x := by
    simpa using hasDerivAt_pow 2 x
  have hq : (1 + x ^ 3) * (-(1 / (x * (x + 1)))) = -(x - 1 + 1 / x) := by
    field_simp
    ring
  refine ((((h3.fun_mul hL).fun_add ((hasDerivAt_id' x).div_const 2)).fun_sub
    h2).sub_const (1 / 3)).congr_deriv ?_
  linear_combination hq

/-- The Hedin-Lundqvist energy and potential obey the energy-potential relation. -/
theorem hlEnergy_isEnergyOf {A : ℝ} (hA : 0 < A) (C : ℝ) :
    IsEnergyOf (hlEnergy A C) (hlPotential A C) := by
  intro r hr
  have h := ((hlShape_hasDerivAt (div_pos hr hA)).comp r
    ((hasDerivAt_id' r).div_const A)).const_mul (-C)
  refine ⟨_, h, ?_⟩
  simp only [hlEnergy, hlShape, hlPotential, one_div_div]
  generalize Real.log (1 + A / r) = L
  field_simp
  ring

/-- The density derivative of the Hedin-Lundqvist energy per volume is the
Hedin-Lundqvist potential. -/
theorem hlPotential_eq_density_derivative {A n : ℝ} (hA : 0 < A) (C : ℝ) (hn : 0 < n) :
    HasDerivAt (fun m => m * hlEnergy A C (wignerSeitz m))
      (hlPotential A C (wignerSeitz n)) n := by
  have hr : 0 < wignerSeitz n := Real.rpow_pos_of_pos (by positivity) _
  obtain ⟨d, hd, he⟩ := hlEnergy_isEnergyOf hA C _ hr
  exact (density_derivative hn hd).congr_deriv he

/-- For `x ≥ 2` the product `x G(x)` differs from `3/4` by at most `3/x`. -/
theorem hlShape_tail {x : ℝ} (hx : 2 ≤ x) : |x * hlShape x - 3 / 4| ≤ 3 / x := by
  have hx0 : 0 < x := by linarith
  obtain ⟨t, ht⟩ : ∃ t, t = 1 / x := ⟨_, rfl⟩
  have ht0 : 0 < t := by rw [ht]; positivity
  have ht2 : t ≤ 1 / 2 := by
    rw [ht]
    exact one_div_le_one_div_of_le (by norm_num) hx
  have hxt : x = 1 / t := by rw [ht, one_div_one_div]
  have h4 := pow_pos ht0 4
  -- fourth-order expansion of the logarithm with remainder
  have key := Real.abs_log_sub_add_sum_range_le (x := -t)
    (by rw [abs_neg, abs_of_pos ht0]; linarith) 4
  have hs : ∑ i ∈ Finset.range 4, (-t) ^ (i + 1) / ((i : ℝ) + 1)
      = -(t - t ^ 2 / 2 + t ^ 3 / 3 - t ^ 4 / 4) := by
    simp only [Finset.sum_range_succ, Finset.sum_range_zero]
    push_cast
    ring
  rw [hs, abs_neg, abs_of_pos ht0, sub_neg_eq_add, neg_add_eq_sub] at key
  have hb : t ^ (4 + 1) / (1 - t) ≤ 2 * t * t ^ 4 := by
    rw [div_le_iff₀ (by linarith)]
    have h5 : 0 ≤ t ^ 5 * (1 - 2 * t) := mul_nonneg (pow_pos ht0 5).le (by linarith)
    have h6 : 2 * t * t ^ 4 * (1 - t) - t ^ (4 + 1) = t ^ 5 * (1 - 2 * t) := by ring
    rw [← h6] at h5
    exact sub_nonneg.mp h5
  obtain ⟨q, hq⟩ : ∃ q, q = (Real.log (1 + t)
      - (t - t ^ 2 / 2 + t ^ 3 / 3 - t ^ 4 / 4)) / t ^ 4 := ⟨_, rfl⟩
  have hL : Real.log (1 + t) = t - t ^ 2 / 2 + t ^ 3 / 3 - t ^ 4 / 4 + q * t ^ 4 := by
    rw [hq, div_mul_cancel₀ _ h4.ne']
    ring
  have hqb : |q| ≤ 2 * t := by
    rw [hq, abs_div, abs_of_pos h4, div_le_iff₀ h4]
    exact key.trans hb
  -- the growing terms cancel, leaving terms in `q` and positive powers of `t`
  have hG : x * hlShape x - 3 / 4
      = (1 + t ^ 3) * q + (-t / 2 + t ^ 2 / 3 - t ^ 3 / 4) := by
    rw [hlShape, ← ht, hL, hxt]
    field_simp
    ring
  have h3 : t ^ 3 ≤ (1 / 2) ^ 3 := pow_le_pow_left₀ ht0.le ht2 3
  have hp : |(1 + t ^ 3) * q| ≤ 9 / 8 * (2 * t) := by
    rw [abs_mul, abs_of_pos (by positivity : 0 < 1 + t ^ 3)]
    exact mul_le_mul (by linarith) hqb (abs_nonneg _) (by norm_num)
  have hlo : 0 ≤ t ^ 2 * (1 / 2 - t) := mul_nonneg (sq_nonneg t) (by linarith)
  have hhi : 0 ≤ t * (1 / 2 - t) := mul_nonneg ht0.le (by linarith)
  have hR : 3 / x = 3 * t := by rw [ht]; ring
  obtain ⟨hp1, hp2⟩ := abs_le.mp hp
  rw [hG, hR]
  exact abs_le.mpr ⟨by nlinarith [sq_nonneg t], by nlinarith [pow_pos ht0 3]⟩

/-- The product `x G(x)` tends to `3/4` at infinity. -/
theorem hlShape_limit : Tendsto (fun x => x * hlShape x) atTop (𝓝 (3 / 4)) := by
  have h0 : Tendsto (fun x : ℝ => 3 / x) atTop (𝓝 0) :=
    tendsto_const_nhds.div_atTop tendsto_id
  rw [tendsto_iff_norm_sub_tendsto_zero]
  exact squeeze_zero' (Eventually.of_forall fun _ => norm_nonneg _)
    ((eventually_ge_atTop 2).mono fun x hx => hlShape_tail hx) h0

/-- In the dilute limit, `r` times the Hedin-Lundqvist energy tends to `-(3/4) C A`. -/
theorem hlEnergy_dilute {A : ℝ} (hA : 0 < A) (C : ℝ) :
    Tendsto (fun r => r * hlEnergy A C r) atTop (𝓝 (-C * A * (3 / 4))) := by
  have h := (hlShape_limit.comp (tendsto_id.atTop_div_const hA)).const_mul (-C * A)
  refine h.congr fun r => ?_
  simp only [Function.comp_apply, id_eq, hlEnergy]
  field_simp

/-- The energies belonging to the Hedin-Lundqvist potential are exactly the functions that equal the
Hedin-Lundqvist energy plus a constant multiple of `r³` at all `r > 0`. -/
theorem general_solution {A : ℝ} (hA : 0 < A) (C : ℝ) (ε : ℝ → ℝ) :
    IsEnergyOf ε (hlPotential A C) ↔
      ∃ c, ∀ r, 0 < r → ε r = hlEnergy A C r + c * r ^ 3 := by
  have hcube : ∀ r : ℝ, HasDerivAt (fun y : ℝ => y ^ 3) (3 * r ^ 2) r := fun r => by
    simpa using hasDerivAt_pow 3 r
  constructor
  · intro h
    -- the difference of two solutions, divided by `r³`, has zero derivative
    have hz : ∀ r, 0 < r →
        HasDerivAt (fun y => (ε y - hlEnergy A C y) / y ^ 3) 0 r := by
      intro r hr
      obtain ⟨d, hd, he⟩ := h r hr
      obtain ⟨e, hd', he'⟩ := hlEnergy_isEnergyOf hA C r hr
      refine ((hd.fun_sub hd').fun_div (hcube r) (pow_pos hr 3).ne').congr_deriv ?_
      rw [div_eq_zero_iff]
      left
      linear_combination (-3 * r ^ 2) * (he - he')
    refine ⟨(ε 1 - hlEnergy A C 1) / 1 ^ 3, fun r hr => ?_⟩
    have hc := isOpen_Ioi.is_const_of_deriv_eq_zero isPreconnected_Ioi
      (fun y hy => (hz y hy).differentiableAt.differentiableWithinAt)
      (fun y hy => (hz y hy).deriv) (Set.mem_Ioi.mpr hr)
      (Set.mem_Ioi.mpr (zero_lt_one' ℝ))
    have hm := (div_eq_iff (pow_pos hr 3).ne').mp hc
    linarith
  · rintro ⟨c, hc⟩ r hr
    obtain ⟨d, hd, he⟩ := hlEnergy_isEnergyOf hA C r hr
    refine ⟨d + c * (3 * r ^ 2), (hd.fun_add ((hcube r).const_mul c)).congr_of_eventuallyEq
      ((lt_mem_nhds hr).mono fun y hy => hc y hy), ?_⟩
    rw [hc r hr]
    linear_combination he

/-- An energy belongs to the Hedin-Lundqvist potential and vanishes at infinite radius
if and only if it is the Hedin-Lundqvist energy at all `r > 0`. -/
theorem energy_recovered_from_potential {A : ℝ} (hA : 0 < A) (C : ℝ) (ε : ℝ → ℝ) :
    (IsEnergyOf ε (hlPotential A C) ∧ Tendsto ε atTop (𝓝 0)) ↔
      ∀ r, 0 < r → ε r = hlEnergy A C r := by
  have hlim : Tendsto (hlEnergy A C) atTop (𝓝 0) := by
    have h := (hlEnergy_dilute hA C).mul tendsto_inv_atTop_zero
    rw [mul_zero] at h
    refine h.congr' ((eventually_gt_atTop 0).mono fun r hr => ?_)
    have hr' : r ≠ 0 := ne_of_gt hr
    field_simp
  constructor
  · rintro ⟨h, h0⟩ r hr
    obtain ⟨c, hc⟩ := (general_solution hA C ε).mp h
    -- the boundary condition removes the cubic term
    have hl := (h0.sub hlim).mul ((tendsto_inv_atTop_zero (𝕜 := ℝ)).pow 3)
    rw [sub_zero, zero_mul] at hl
    have hl' : Tendsto (fun _ : ℝ => c) atTop (𝓝 0) := by
      refine hl.congr' ((eventually_gt_atTop 0).mono fun y hy => ?_)
      have hy' : y ≠ 0 := ne_of_gt hy
      rw [hc y hy, add_sub_cancel_left, mul_assoc, ← mul_pow, mul_inv_cancel₀ hy',
        one_pow, mul_one]
    have hc0 : c = 0 := tendsto_nhds_unique tendsto_const_nhds hl'
    rw [hc r hr, hc0, zero_mul, add_zero]
  · intro h
    refine ⟨(general_solution hA C ε).mpr ⟨0, fun r hr => ?_⟩, ?_⟩
    · rw [h r hr, zero_mul, add_zero]
    · exact hlim.congr' ((eventually_gt_atTop 0).mono fun r hr => (h r hr).symm)

end

end HedinLundqvist
```

```lean
#print axioms HedinLundqvist.hlPotential_eq_density_derivative
#print axioms HedinLundqvist.energy_recovered_from_potential
```

```
'HedinLundqvist.hlPotential_eq_density_derivative' depends on axioms: [propext, Classical.choice, Quot.sound]
'HedinLundqvist.energy_recovered_from_potential' depends on axioms: [propext, Classical.choice, Quot.sound]
```

## What the theorems state, and how far they reach

`hlShape`, `hlEnergy` and `hlPotential` are G, ε_HL and v. All quantities are real numbers: `r` and `A` share a length unit, `wignerSeitz n` uses the matching density unit, and `C` carries the energy unit. `IsEnergyOf ε v` says that at every r > 0 the function ε has a derivative d with ε(r) − (r/3)d = v(r). Values at r ≤ 0 play no part.

The main theorem, `energy_recovered_from_potential`, takes `0 < A`, any real `C` and any function `ε : ℝ → ℝ`. It is an equivalence: ε belongs to the potential and tends to 0 at infinity exactly when it equals `hlEnergy A C` at all r > 0. Without the limit condition, `general_solution` gives the full family, one solution for each real c. For positive densities, `hlPotential_eq_density_derivative` confirms that v is the derivative of nε.

The logarithmic potential is an input. Neither its form nor values of A and C are derived from the interacting electron problem, and the accuracy of the fit is not addressed. The density is a single number, so the functional derivative for an inhomogeneous system is not formalized, and neither is spin polarization. The arithmetic is exact: a floating-point routine that evaluates G directly at large x subtracts terms of size x² to obtain a result near 3/(4x), and its rounding error needs separate control.

## How the proof follows the calculus

`density_derivative` first obtains dr/dn from the power rule, in the step `hr`, and then applies the product and chain rules. `hlShape_hasDerivAt` differentiates G term by term; its step `hq` is the factorization of 1 + x³ used above. `hlEnergy_isEnergyOf` rescales by A and replaces the logarithm by a symbol `L`, which leaves an algebraic identity for `field_simp` and `ring`. `hlPotential_eq_density_derivative` combines these results.

In `hlShape_tail`, Mathlib's remainder bound `Real.abs_log_sub_add_sum_range_le` is applied at −t with four terms. The step `hqb` bounds q, `hG` carries out the cancellation, and `nlinarith` closes the final inequalities. `hlShape_limit` squeezes the error to zero, and `hlEnergy_dilute` restores A and C.

Uniqueness turns on `IsOpen.is_const_of_deriv_eq_zero`, called in `general_solution` through `isOpen_Ioi`. It says that a function which is differentiable with zero derivative on an open, preconnected set takes the same value at any two points of that set. Here the set is the half-line r > 0, the function is D/r³, and the second point is 1, so c is the value of D/r³ at r = 1. Connectedness matters because on two separate intervals the constants could differ. Differentiability is a separate input because Mathlib's `deriv` returns 0 where no derivative exists, so a step function would pass a test on `deriv` alone. The step `hz` proves a `HasDerivAt` statement, which supplies both inputs.

The converse half of `general_solution` differentiates ε_HL + c r³. The main theorem then divides the difference of the two energies by r³, obtains a constant function tending to 0, and concludes c = 0 from the uniqueness of limits.
